# Force sampling of a one-dimensional Boltzmann density: bounded variance where narrow histogram bins diverge

To plot a density profile from a simulation, one usually chooses a bin width and counts visits. Narrower bins resolve more detail but make each value noisier. If forces are stored with the positions, the density at a point $r$ can also be estimated without a bin, by summing the force times the inverse temperature over the configurations at or to the left of $r$, and dividing by the total number of configurations. For one particle confined by a smooth potential on the whole line, with configurations drawn from the Boltzmann distribution and a finite mean squared force, this estimator is unbiased and has bounded variance.

```lean
import Mathlib

open MeasureTheory Filter Set Topology

namespace ForceSampling

noncomputable section
```

## Density, averages and estimators

Let $U$ be the potential energy and $\beta$ the inverse temperature. The configurational partition function is $Z=\int e^{-\beta U(x)}\,dx$, over the whole line.

```lean
/-- The configurational partition function of a particle on a line. -/
def partitionFunction (β : ℝ) (U : ℝ → ℝ) : ℝ := ∫ x, Real.exp (-β * U x)
```

The Boltzmann density is $\rho(x)=e^{-\beta U(x)}/Z$.

```lean
/-- The Boltzmann density exp(-βU)/Z, for potentials whose Boltzmann factor is integrable. -/
def boltzmann (β : ℝ) (U : ℝ → ℝ) (x : ℝ) : ℝ :=
  Real.exp (-β * U x) / partitionFunction β U
```

The canonical average of an observable $f$ is $\langle f\rangle=\int f\rho\,dx$, an exact integral and not an average over a finite trajectory.

```lean
/-- The canonical average of an observable. -/
def ensembleAvg (β : ℝ) (U f : ℝ → ℝ) : ℝ := ∫ x, f x * boltzmann β U x
```

Its variance is $\mathrm{Var}(f)=\langle (f-\langle f\rangle)^2\rangle$.

```lean
/-- The canonical variance of an observable: its mean squared deviation from the average. -/
def ensembleVar (β : ℝ) (U f : ℝ → ℝ) : ℝ :=
  ensembleAvg β U (fun x => (f x - ensembleAvg β U f) ^ 2)
```

The force estimator is $g_r(x)=-\beta U'(x)$ for $x\le r$ and zero otherwise. In Lean, `indicator` performs the cut-off.

```lean
/-- The force estimator of the density at `r`: -βU'(x) if x ≤ r, and zero otherwise. -/
def forceEstimator (β : ℝ) (U : ℝ → ℝ) (r : ℝ) : ℝ → ℝ :=
  (Iic r).indicator (fun x => -β * deriv U x)
```

The histogram estimator is $h_d(x)=1/d$ for $r\le x\le r+d$ and zero otherwise.

```lean
/-- The histogram estimator of the density at `r` with a bin of width `d > 0`:
1/d if x lies in the bin [r, r+d], and zero otherwise. -/
def histogramEstimator (r d : ℝ) : ℝ → ℝ := (Icc r (r + d)).indicator (fun _ => 1 / d)
```

Three conditions are assumed: $U$ is continuously differentiable, $e^{-\beta U}$ is integrable, and so is $U'^2e^{-\beta U}$. Physically, the particle is confined and its mean squared force is finite. Hard walls and periodic cells are not covered.

```lean
/-- A continuously differentiable potential with a finite partition function and a finite
mean squared force. -/
structure Admissible (β : ℝ) (U : ℝ → ℝ) : Prop where
  smooth : ContDiff ℝ 1 U
  normalizable : Integrable (fun x => Real.exp (-β * U x))
  force_sq : Integrable (fun x => deriv U x ^ 2 * Real.exp (-β * U x))
```

## The density and its slope

The integral of a positive function is positive, so $Z>0$. Hence $\rho>0$ and $\int\rho\,dx=Z/Z=1$.

```lean
variable {β : ℝ} {U : ℝ → ℝ}

/-- The Boltzmann density is positive everywhere and integrates to one. -/
theorem boltzmann_pos_and_normalized (h : Admissible β U) :
    (∀ x, 0 < boltzmann β U x) ∧ ∫ x, boltzmann β U x = 1 := by
  have hZ : 0 < partitionFunction β U := integral_exp_pos h.normalizable
  refine ⟨fun x => div_pos (Real.exp_pos _) hZ, ?_⟩
  simp only [boltzmann]
  rw [integral_div]
  exact div_self hZ.ne'
```

By the chain rule, $\rho'=-\beta U'\rho$, so the force estimator weighted by $\rho$ is the slope of the density, cut off at $r$.

```lean
/-- The slope of the Boltzmann density is -βU' times the density. -/
theorem hasDerivAt_boltzmann (h : Admissible β U) (x : ℝ) :
    HasDerivAt (boltzmann β U) (-β * deriv U x * boltzmann β U x) x := by
  have hd : HasDerivAt U (deriv U x) x :=
    (h.smooth.differentiable (by norm_num) x).hasDerivAt
  have h1 := ((hd.const_mul (-β)).exp).div_const (partitionFunction β U)
  refine h1.congr_deriv ?_
  simp only [boltzmann]
  ring
```

This slope is integrable. From $(|U'|-1)^2\ge0$ we get $2|U'|\le1+U'^2$, hence $|U'|\rho\le\rho+U'^2\rho$, and both terms on the right are integrable. In the proof, `nlinarith` supplies the inequality and `mono'` the domination.

```lean
/-- The density, the squared force weighted by the density, and the slope of the density are
all integrable. -/
theorem integrable_boltzmann (h : Admissible β U) :
    Integrable (boltzmann β U) ∧
    Integrable (fun x => deriv U x ^ 2 * boltzmann β U x) ∧
    Integrable (fun x => -β * deriv U x * boltzmann β U x) := by
  have hρ : Integrable (boltzmann β U) := h.normalizable.div_const _
  have hsq : Integrable (fun x => deriv U x ^ 2 * boltzmann β U x) := by
    have e : (fun x => deriv U x ^ 2 * boltzmann β U x) =
        fun x => deriv U x ^ 2 * Real.exp (-β * U x) / partitionFunction β U := by
      funext x
      simp only [boltzmann]
      ring
    rw [e]
    exact h.force_sq.div_const _
  have hc : Continuous (boltzmann β U) :=
    continuous_iff_continuousAt.2 fun x => (hasDerivAt_boltzmann h x).continuousAt
  have hU : Continuous (deriv U) := h.smooth.continuous_deriv (by norm_num)
  have hs : Integrable (fun x => boltzmann β U x + deriv U x ^ 2 * boltzmann β U x) :=
    hρ.add hsq
  -- the mean force is controlled by |U'| ≤ 1 + U'²
  have hf : Integrable (fun x => deriv U x * boltzmann β U x) := by
    refine hs.mono' (hU.mul hc).aestronglyMeasurable (Eventually.of_forall fun x => ?_)
    have hp := (boltzmann_pos_and_normalized h).1 x
    have hu : |deriv U x| ≤ 1 + deriv U x ^ 2 := by
      nlinarith [sq_abs (deriv U x), sq_nonneg (|deriv U x| - 1), abs_nonneg (deriv U x)]
    rw [Real.norm_eq_abs, abs_mul, abs_of_pos hp]
    linarith [mul_le_mul_of_nonneg_right hu hp.le]
  refine ⟨hρ, hsq, ?_⟩
  simpa only [mul_assoc] using hf.const_mul (-β)
```

Since $\rho(b)-\rho(a)=\int_a^b\rho'\,dx$ and $\rho'$ is integrable, $\rho(a)$ has a limit as $a\to-\infty$. A nonzero limit would contradict the integrability of $\rho$, so the limit is zero. Decay therefore needs no separate assumption.

```lean
/-- The Boltzmann density vanishes at minus infinity. -/
theorem boltzmann_tendsto_zero (h : Admissible β U) :
    Tendsto (boltzmann β U) atBot (𝓝 0) :=
  tendsto_zero_of_hasDerivAt_of_integrableOn_Iic (a := 0)
    (fun x _ => hasDerivAt_boltzmann h x)
    (integrable_boltzmann h).2.2.integrableOn (integrable_boltzmann h).1.integrableOn
```

## Mean and variance of the force estimator

Write $m=\langle f\rangle$. When $f\rho$ and $f^2\rho$ are integrable, expanding the square gives
$$\mathrm{Var}(f)=\langle f^2\rangle-2m\langle f\rangle+m^2=\langle f^2\rangle-m^2.$$

```lean
/-- The variance of an observable with finite first and second moments is the mean square
minus the squared mean. -/
theorem ensembleVar_eq (h : Admissible β U) {f : ℝ → ℝ}
    (hf : Integrable (fun x => f x * boltzmann β U x))
    (hf2 : Integrable (fun x => f x ^ 2 * boltzmann β U x)) :
    ensembleVar β U f = ensembleAvg β U (fun x => f x ^ 2) - ensembleAvg β U f ^ 2 := by
  obtain ⟨m, hm⟩ : ∃ m, m = ensembleAvg β U f := ⟨_, rfl⟩
  have hv : ensembleVar β U f = ∫ x, (f x - m) ^ 2 * boltzmann β U x := by
    subst hm
    rfl
  have hfm : ∫ x, f x * boltzmann β U x = m := hm.symm
  have h2 : ensembleAvg β U (fun x => f x ^ 2) = ∫ x, f x ^ 2 * boltzmann β U x := rfl
  have e : ∀ x, (f x - m) ^ 2 * boltzmann β U x =
      (f x ^ 2 * boltzmann β U x - 2 * m * (f x * boltzmann β U x))
        + m ^ 2 * boltzmann β U x := by
    intro x
    ring
  have h1 : Integrable (fun x =>
      f x ^ 2 * boltzmann β U x - 2 * m * (f x * boltzmann β U x)) :=
    hf2.sub (hf.const_mul (2 * m))
  rw [hv, h2, ← hm]
  simp only [e]
  rw [integral_add h1 ((integrable_boltzmann h).1.const_mul (m ^ 2)),
    integral_sub hf2 (hf.const_mul (2 * m)), integral_const_mul, integral_const_mul, hfm,
    (boltzmann_pos_and_normalized h).2]
  ring
```

The fundamental theorem of calculus on $(-\infty,r]$ gives the mean, and extending the range of a nonnegative integrand bounds the second moment:
$$\langle g_r\rangle=\int_{-\infty}^r\rho'\,dx=\rho(r),\qquad
\langle g_r^2\rangle=\beta^2\int_{-\infty}^rU'^2\rho\,dx\le\beta^2\langle U'^2\rangle.$$
Therefore $\mathrm{Var}(g_r)\le\beta^2\langle U'^2\rangle-\rho(r)^2$. The proof uses `integral_mono` for the bound.

```lean
/-- The force estimator has mean ρ(r), and its variance is at most β²⟨U'²⟩ - ρ(r)². -/
theorem force_mean_and_variance (h : Admissible β U) (r : ℝ) :
    ensembleAvg β U (forceEstimator β U r) = boltzmann β U r ∧
    ensembleVar β U (forceEstimator β U r) ≤
      β ^ 2 * ensembleAvg β U (fun x => deriv U x ^ 2) - boltzmann β U r ^ 2 := by
  obtain ⟨-, hsq, hint⟩ := integrable_boltzmann h
  have e : (fun x => forceEstimator β U r x * boltzmann β U x) =
      (Iic r).indicator (fun x => -β * deriv U x * boltzmann β U x) := by
    funext x
    simp only [forceEstimator, indicator]
    split_ifs <;> ring
  have e2 : (fun x => forceEstimator β U r x ^ 2 * boltzmann β U x) =
      (Iic r).indicator (fun x => β ^ 2 * (deriv U x ^ 2 * boltzmann β U x)) := by
    funext x
    simp only [forceEstimator, indicator]
    split_ifs <;> ring
  -- the estimator integrates the slope of the density up to r
  have hmean : ensembleAvg β U (forceEstimator β U r) = boltzmann β U r := by
    unfold ensembleAvg
    rw [e, integral_indicator measurableSet_Iic,
      integral_Iic_of_hasDerivAt_of_tendsto' (fun x _ => hasDerivAt_boltzmann h x)
        hint.integrableOn (boltzmann_tendsto_zero h), sub_zero]
  have hf : Integrable (fun x => forceEstimator β U r x * boltzmann β U x) := by
    rw [e]
    exact hint.indicator measurableSet_Iic
  have hf2 : Integrable (fun x => forceEstimator β U r x ^ 2 * boltzmann β U x) := by
    rw [e2]
    exact (hsq.const_mul (β ^ 2)).indicator measurableSet_Iic
  have hle : ensembleAvg β U (fun x => forceEstimator β U r x ^ 2) ≤
      β ^ 2 * ensembleAvg β U (fun x => deriv U x ^ 2) := by
    unfold ensembleAvg
    rw [← integral_const_mul]
    refine integral_mono hf2 (hsq.const_mul (β ^ 2)) fun x => ?_
    have hp := mul_nonneg (sq_nonneg β) (mul_nonneg (sq_nonneg (deriv U x))
      ((boltzmann_pos_and_normalized h).1 x).le)
    simp only [forceEstimator, indicator]
    split_ifs
    · apply le_of_eq
      ring
    · linarith
  refine ⟨hmean, ?_⟩
  rw [ensembleVar_eq h hf hf2, hmean]
  linarith
```

## The narrow-bin limit

Let $m(d)=\langle h_d\rangle=\frac1d\int_r^{r+d}\rho\,dx$. This is a difference quotient of the cumulative distribution, so $m(d)\to\rho(r)$ as $d\to0^+$, written `𝓝[>] 0` in Lean. Since $h_d^2=h_d/d$,
$$\mathrm{Var}(h_d)=\frac{m(d)}d-m(d)^2,\qquad
d\,\mathrm{Var}(h_d)=m(d)-d\,m(d)^2\to\rho(r).$$

```lean
/-- As the bin width d shrinks to zero, the histogram mean tends to ρ(r), and so does d times
the histogram variance. -/
theorem histogram_mean_and_variance (h : Admissible β U) (r : ℝ) :
    Tendsto (fun d => ensembleAvg β U (histogramEstimator r d)) (𝓝[>] 0)
      (𝓝 (boltzmann β U r)) ∧
    Tendsto (fun d => d * ensembleVar β U (histogramEstimator r d)) (𝓝[>] 0)
      (𝓝 (boltzmann β U r)) := by
  have hc : Continuous (boltzmann β U) :=
    continuous_iff_continuousAt.2 fun x => (hasDerivAt_boltzmann h x).continuousAt
  have e : ∀ d, (fun x => histogramEstimator r d x * boltzmann β U x) =
      (Icc r (r + d)).indicator (fun x => 1 / d * boltzmann β U x) := by
    intro d
    funext x
    simp only [histogramEstimator, indicator]
    split_ifs <;> ring
  -- the mean is a difference quotient of the cumulative distribution
  have hm : Tendsto (fun d => ensembleAvg β U (histogramEstimator r d)) (𝓝[>] 0)
      (𝓝 (boltzmann β U r)) := by
    have hs := (hc.integral_hasStrictDerivAt r r).hasDerivAt.tendsto_slope_zero_right
    refine hs.congr' ?_
    filter_upwards [self_mem_nhdsWithin] with d hd
    have hd' : 0 < d := hd
    unfold ensembleAvg
    rw [e d, integral_indicator measurableSet_Icc, integral_const_mul,
      integral_Icc_eq_integral_Ioc, ← intervalIntegral.integral_of_le (by linarith)]
    simp only [intervalIntegral.integral_same, sub_zero, smul_eq_mul, one_div]
  have hd0 : Tendsto (fun d : ℝ => d) (𝓝[>] 0) (𝓝 0) :=
    tendsto_nhdsWithin_of_tendsto_nhds tendsto_id
  have hlim := hm.sub (hd0.mul (hm.pow 2))
  rw [zero_mul, sub_zero] at hlim
  refine ⟨hm, hlim.congr' ?_⟩
  filter_upwards [self_mem_nhdsWithin] with d hd
  have hd' : 0 < d := hd
  have hi : Integrable (fun x => histogramEstimator r d x * boltzmann β U x) := by
    rw [e d]
    exact ((integrable_boltzmann h).1.const_mul (1 / d)).indicator measurableSet_Icc
  have e2 : (fun x => histogramEstimator r d x ^ 2 * boltzmann β U x) =
      fun x => 1 / d * (histogramEstimator r d x * boltzmann β U x) := by
    funext x
    simp only [histogramEstimator, indicator]
    split_ifs <;> ring
  have hi2 : Integrable (fun x => histogramEstimator r d x ^ 2 * boltzmann β U x) := by
    rw [e2]
    exact hi.const_mul (1 / d)
  have hsq : ensembleAvg β U (fun x => histogramEstimator r d x ^ 2) =
      1 / d * ensembleAvg β U (histogramEstimator r d) := by
    change ∫ x, histogramEstimator r d x ^ 2 * boltzmann β U x =
      1 / d * ∫ x, histogramEstimator r d x * boltzmann β U x
    rw [e2, integral_const_mul]
  have hone : d * (1 / d) = 1 := mul_one_div_cancel hd'.ne'
  rw [ensembleVar_eq h hi hi2, hsq]
  linear_combination (-ensembleAvg β U (histogramEstimator r d)) * hone
```

Because $\rho(r)>0$, multiplying by $1/d$ makes the histogram variance diverge. Dropping $-\rho(r)^2$ from the force bound gives the simpler bound in the combined theorem. It compares the two estimators as $d\to0^+$ and does not rank them at a fixed bin width.

```lean
/-- Force sampling against binning: the force estimator has mean ρ(r) and variance at most
β²⟨U'²⟩, while the histogram variance tends to infinity as the bin width tends to zero. -/
theorem force_sampling (h : Admissible β U) (r : ℝ) :
    ensembleAvg β U (forceEstimator β U r) = boltzmann β U r ∧
    ensembleVar β U (forceEstimator β U r) ≤
      β ^ 2 * ensembleAvg β U (fun x => deriv U x ^ 2) ∧
    Tendsto (fun d => ensembleVar β U (histogramEstimator r d)) (𝓝[>] 0) atTop := by
  obtain ⟨hmean, hvar⟩ := force_mean_and_variance h r
  refine ⟨hmean, by linarith [sq_nonneg (boltzmann β U r)], ?_⟩
  -- the variance is 1/d times a quantity with a positive limit
  have ht := (tendsto_inv_nhdsGT_zero (𝕜 := ℝ)).atTop_mul_pos
    ((boltzmann_pos_and_normalized h).1 r) (histogram_mean_and_variance h r).2
  refine ht.congr' ?_
  filter_upwards [self_mem_nhdsWithin] with d hd
  have hd' : 0 < d := hd
  exact inv_mul_cancel_left₀ hd'.ne' _
```

## A harmonic well

For $U=kx^2/2$ with $\beta,k>0$, the force is linear and both integrability conditions reduce to Gaussian moments, so the theorem applies.

```lean
/-- The harmonic well kx²/2 with k > 0 is admissible at every β > 0. -/
theorem admissible_harmonic_witness {β k : ℝ} (hβ : 0 < β) (hk : 0 < k) :
    Admissible β (fun x => k / 2 * x ^ 2) := by
  have hb : 0 < β * k / 2 := by positivity
  have e : ∀ x : ℝ, -β * (k / 2 * x ^ 2) = -(β * k / 2) * x ^ 2 := by
    intro x
    ring
  have hd : deriv (fun x : ℝ => k / 2 * x ^ 2) = fun x => k * x := by
    funext x
    refine (((hasDerivAt_pow 2 x).const_mul (k / 2)).congr_deriv ?_).deriv
    change k / 2 * (((2 : ℕ) : ℝ) * x ^ 1) = k * x
    push_cast
    ring
  refine ⟨by fun_prop, ?_, ?_⟩
  · simp only [e]
    exact integrable_exp_neg_mul_sq hb
  · have h2 := (integrable_rpow_mul_exp_neg_mul_sq hb (s := 2) (by norm_num)).const_mul (k ^ 2)
    simp only [Real.rpow_two] at h2
    have e3 : (fun x : ℝ => (k * x) ^ 2 * Real.exp (-(β * k / 2) * x ^ 2)) =
        fun x => k ^ 2 * (x ^ 2 * Real.exp (-(β * k / 2) * x ^ 2)) := by
      funext x
      ring
    simp only [hd, e]
    rw [e3]
    exact h2

end

end ForceSampling
```

```lean
#print axioms ForceSampling.force_sampling
-- 'ForceSampling.force_sampling' depends on axioms: [propext, Classical.choice, Quot.sound]
```

In units with $\beta=k=1$, take $r=0$. Then $\rho(0)=1/\sqrt{2\pi}\approx0.399$ and $\langle g_0^2\rangle=\tfrac12$, so $\mathrm{Var}(g_0)=\tfrac12-\tfrac1{2\pi}\approx0.341$, below the bound $\beta^2\langle U'^2\rangle=1$. A bin of width $d=0.01$ has variance about $39.7$. With $10^4$ independent samples, the standard errors are about $0.006$ and $0.063$.

In code, each sample at $x$ with force $F=-U'(x)$ adds $\beta F$ to the first grid point at or above $x$. A running sum from left to right, divided by the number of samples, then gives the density estimate at every grid point.
